# Pairwise couplings of three commuting angular momenta obey quadratic double-commutator relations

To compare the competing ways of coupling three mutually commuting angular momenta, we represent each of them by three elements of an arbitrary complex algebra, so that commutation relations enter but no Hilbert space is chosen. The scalar products of these triples then satisfy a Racah-type relation, which the following code states and proves.

In Lean 4 with Mathlib:

```lean
import Mathlib

open Complex (I)
open scoped TensorProduct

namespace RacahRecoupling

variable {A : Type*} [Ring A] [Algebra ℂ A] {J K L : Fin 3 → A}

/-- The commutator of two operators. -/
def comm {A : Type*} [Ring A] (x y : A) : A := x * y - y * x

/-- The scalar product of two operator triples, in the given operator order. -/
def dot {A : Type*} [Ring A] (J K : Fin 3 → A) : A := J 0 * K 0 + J 1 * K 1 + J 2 * K 2

/-- The vector product of two operator triples, with the axes counted cyclically. -/
def cross {A : Type*} [Ring A] (J K : Fin 3 → A) (i : Fin 3) : A :=
  J (i + 1) * K (i + 2) - J (i + 2) * K (i + 1)

/-- The angular momentum commutation relations J×J = iJ, in units where ħ = 1. -/
def IsAngularMomentum (J : Fin 3 → A) : Prop := ∀ i, cross J J i = I • J i

/-- Every component of one triple commutes with every component of the other. -/
def Commuting {A : Type*} [Ring A] (J K : Fin 3 → A) : Prop :=
  ∀ i j, J i * K j = K j * J i

omit [Algebra ℂ A] in
/-- If two triples commute with a third one, their scalar product commutes with each
component of the third. -/
theorem dot_spectator (hJL : Commuting J L) (hKL : Commuting K L) (i : Fin 3) :
    dot J K * L i = L i * dot J K := by
  unfold dot
  linear_combination (norm := noncomm_ring) J 0 * hKL 0 i + hJL 0 i * K 0
    + J 1 * hKL 1 i + hJL 1 i * K 1 + J 2 * hKL 2 i + hJL 2 i * K 2

/-- If [x, P] = c Q component by component and x commutes with L, then [x, P·L] = c Q·L. -/
theorem comm_dot {x : A} {c : ℂ} {P Q : Fin 3 → A} (hP : ∀ i, comm x (P i) = c • Q i)
    (hL : ∀ i, x * L i = L i * x) : comm x (dot P L) = c • dot Q L := by
  linear_combination (norm := skip) hP 0 * L 0 + P 0 * hL 0 + hP 1 * L 1 + P 1 * hL 1
    + hP 2 * L 2 + P 2 * hL 2
  simp only [comm, dot, mul_add, add_mul, sub_mul, mul_assoc, smul_mul_assoc]
  module

/-- For commuting angular momenta, the commutators of J·K with the two are opposite: [J·K, J] = i
J×K and [J·K, K] = -i J×K. -/
theorem comm_dot_component (hJ : IsAngularMomentum J) (hK : IsAngularMomentum K)
    (h : Commuting J K) (i : Fin 3) :
    comm (dot J K) (J i) = I • cross J K i ∧
      comm (dot J K) (K i) = (-I) • cross J K i := by
  constructor
  on_goal 1 =>
    linear_combination (norm := skip) hJ (i + 1) * K (i + 2) - hJ (i + 2) * K (i + 1)
      - J 0 * h i 0 - J 1 * h i 1 - J 2 * h i 2
  on_goal 2 =>
    linear_combination (norm := skip) J (i + 2) * hK (i + 1) - J (i + 1) * hK (i + 2)
      + h 0 i * K 0 + h 1 i * K 1 + h 2 i * K 2
  all_goals
    fin_cases i <;>
    simp only [comm, dot, cross, Fin.zero_eta, Fin.mk_one, Fin.reduceFinMk, Fin.isValue,
      Fin.reduceAdd, zero_add, mul_add, add_mul, mul_sub, sub_mul, mul_assoc,
      smul_mul_assoc, mul_smul_comm] <;>
    module

omit [Algebra ℂ A] in
/-- The double vector products of two commuting triples, with operator order kept:
(J×K)×K - J×(J×K) = K (J·K) - J K² - (J·K) J + J² K. -/
theorem double_cross (h : Commuting J K) (i : Fin 3) :
    cross (cross J K) K i - cross J (cross J K) i =
      K i * dot J K - J i * dot K K - dot J K * J i + dot J J * K i := by
  linear_combination (norm := skip) h 0 i * K 0 + h 1 i * K 1 + h 2 i * K 2
    - J 0 * h i 0 - J 1 * h i 1 - J 2 * h i 2
  fin_cases i <;>
    simp only [dot, cross, Fin.zero_eta, Fin.mk_one, Fin.reduceFinMk, Fin.isValue,
      Fin.reduceAdd, zero_add] <;>
    noncomm_ring

/-- For commuting angular momenta J, K and a triple L commuting with both, the competing
couplings J·K and K·L have the commutator -i (J×K)·L, and J·K commutes with J·L + K·L. -/
theorem comm_couplings (hJ : IsAngularMomentum J) (hK : IsAngularMomentum K)
    (hJK : Commuting J K) (hJL : Commuting J L) (hKL : Commuting K L) :
    comm (dot J K) (dot K L) = (-I) • dot (cross J K) L ∧
      comm (dot J K) (dot J L + dot K L) = 0 := by
  have a := comm_dot (fun i => (comm_dot_component hJ hK hJK i).1) (dot_spectator hJL hKL)
  have b := comm_dot (fun i => (comm_dot_component hJ hK hJK i).2) (dot_spectator hJL hKL)
  refine ⟨b, ?_⟩
  linear_combination (norm := skip) a + b
  simp only [comm, mul_add, add_mul]
  module

/-- The Racah-type relation [X12,[X12,X23]] = X12 X23 - X13 X12 + J1² X23 - J2² X13, for commuting
angular momenta J1 = J, J2 = K and any triple J3 = L that commutes with both. Here Xab = Ja·Jb. -/
theorem racah_relation (hJ : IsAngularMomentum J) (hK : IsAngularMomentum K)
    (hJK : Commuting J K) (hJL : Commuting J L) (hKL : Commuting K L) :
    comm (dot J K) (comm (dot J K) (dot K L)) =
      dot J K * dot K L - dot J L * dot J K + dot J J * dot K L - dot K K * dot J L := by
  obtain ⟨t, s⟩ := comm_couplings hJ hK hJK hJL hKL
  have c := dot_spectator hJL hKL
  have q := dot_spectator (fun i j => (hJK j i).symm) (fun i j => (hJK j i).symm)
  -- the product rule and the double vector product give [J·K, J×K]
  have d : ∀ i, comm (dot J K) (cross J K i) =
      I • (K i * dot J K - J i * dot K K - dot J K * J i + dot J J * K i) := by
    intro i
    have a := fun j => (comm_dot_component hJ hK hJK j).1
    have b := fun j => (comm_dot_component hJ hK hJK j).2
    rw [← double_cross hJK i]
    linear_combination (norm := skip) a (i + 1) * K (i + 2) + J (i + 1) * b (i + 2)
      - a (i + 2) * K (i + 1) - J (i + 2) * b (i + 1)
    simp only [comm, cross, mul_sub, sub_mul, mul_assoc, smul_mul_assoc, mul_smul_comm]
    module
  -- contract with the spectator L
  have e : comm (dot J K) (dot (cross J K) L) = I • (dot K L * dot J K
      - dot K K * dot J L - dot J K * dot J L + dot J J * dot K L) := by
    refine (comm_dot d c).trans (congrArg (I • ·) ?_)
    generalize dot J K = X at c ⊢
    generalize dot K K = Y at q ⊢
    generalize dot J J = Z
    unfold dot
    linear_combination (norm := noncomm_ring) K 0 * c 0 + q 0 * L 0
      + K 1 * c 1 + q 1 * L 1 + K 2 * c 2 + q 2 * L 2
  have f : comm (dot J K) ((-I) • dot (cross J K) L) =
      (-I) • comm (dot J K) (dot (cross J K) L) := by
    simp only [comm, mul_smul_comm, smul_mul_assoc, smul_sub]
  rw [t, f, e, smul_smul, neg_mul, Complex.I_mul_I, neg_neg, one_smul]
  -- reorder the products, since X12 commutes with X13 + X23
  unfold comm at s
  linear_combination (norm := noncomm_ring) -s

/-- For three mutually commuting angular momenta, the commutators of [X12,X23] with X23 and X13 are
again quadratic in the X's and the squares J1², J2², J3². Here J1 = J, J2 = K, J3 = L and Xab =
Ja·Jb. -/
theorem racah_closure (hJ : IsAngularMomentum J) (hK : IsAngularMomentum K)
    (hL : IsAngularMomentum L) (hJK : Commuting J K) (hJL : Commuting J L)
    (hKL : Commuting K L) :
    comm (dot K L) (comm (dot J K) (dot K L)) =
      dot K L * dot J L - dot J K * dot K L + dot K K * dot J L - dot L L * dot J K ∧
    comm (dot J L) (comm (dot J K) (dot K L)) =
      dot J L * dot J K - dot K L * dot J L + dot L L * dot J K - dot J J * dot K L := by
  have sw : ∀ {P Q : Fin 3 → A}, Commuting P Q → dot Q P = dot P Q :=
    fun h => by simp only [dot, h 0 0, h 1 1, h 2 2]
  have cs : ∀ {P Q : Fin 3 → A}, Commuting P Q → Commuting Q P :=
    fun h i j => (h j i).symm
  have t1 := (comm_couplings hJ hK hJK hJL hKL).2
  have t2 := (comm_couplings hK hL hKL (cs hJK) (cs hJL)).2
  have r2 := racah_relation hK hL hKL (cs hJK) (cs hJL)
  have r3 := racah_relation hL hJ (cs hJL) (cs hKL) hJK
  rw [sw hJK, sw hJL] at t2 r2
  rw [sw hJL, sw hKL] at r3
  -- the three cyclic commutators coincide
  have d2 : comm (dot J K) (dot K L) = comm (dot K L) (dot J L) := by
    unfold comm at *
    linear_combination (norm := noncomm_ring) -t2
  have d3 : comm (dot J K) (dot K L) = comm (dot J L) (dot J K) := by
    unfold comm at *
    linear_combination (norm := noncomm_ring) t1
  exact ⟨by rw [d2]; exact r2, by rw [d3]; exact r3⟩

/-- The spin-1/2 matrices, half the Pauli matrices. -/
noncomputable def spinHalf : Fin 3 → Matrix (Fin 2) (Fin 2) ℂ :=
  ![!![0, 1 / 2; 1 / 2, 0], !![0, -I / 2; I / 2, 0], !![1 / 2, 0; 0, -1 / 2]]

/-- An algebra homomorphism carries angular momenta to angular momenta. -/
theorem IsAngularMomentum.map {B : Type*} [Ring B] [Algebra ℂ B]
    (hJ : IsAngularMomentum J) (f : A →ₐ[ℂ] B) : IsAngularMomentum (fun i => f (J i)) :=
  fun i => by simpa only [cross, map_sub, map_mul, map_smul] using congrArg f (hJ i)

/-- Three spins 1/2, each acting on its own tensor factor, are mutually commuting angular
momenta. -/
theorem racah_witness :
    let M := Matrix (Fin 2) (Fin 2) ℂ
    let S₁ : Fin 3 → M ⊗[ℂ] (M ⊗[ℂ] M) := fun i => spinHalf i ⊗ₜ (1 ⊗ₜ 1)
    let S₂ : Fin 3 → M ⊗[ℂ] (M ⊗[ℂ] M) := fun i => 1 ⊗ₜ (spinHalf i ⊗ₜ 1)
    let S₃ : Fin 3 → M ⊗[ℂ] (M ⊗[ℂ] M) := fun i => 1 ⊗ₜ (1 ⊗ₜ spinHalf i)
    IsAngularMomentum S₁ ∧ IsAngularMomentum S₂ ∧ IsAngularMomentum S₃ ∧
      Commuting S₁ S₂ ∧ Commuting S₁ S₃ ∧ Commuting S₂ S₃ := by
  intro M S₁ S₂ S₃
  have h : IsAngularMomentum spinHalf := by
    intro k
    fin_cases k <;> ext i j <;> fin_cases i <;> fin_cases j <;>
      simp [spinHalf, cross] <;> ring_nf <;>
      simp only [Complex.I_sq] <;> ring
  have l := h.map (Algebra.TensorProduct.includeLeft : M →ₐ[ℂ] M ⊗[ℂ] M)
  have r := h.map (Algebra.TensorProduct.includeRight : M →ₐ[ℂ] M ⊗[ℂ] M)
  refine ⟨h.map (Algebra.TensorProduct.includeLeft : M →ₐ[ℂ] M ⊗[ℂ] (M ⊗[ℂ] M)),
    l.map (Algebra.TensorProduct.includeRight : M ⊗[ℂ] M →ₐ[ℂ] M ⊗[ℂ] (M ⊗[ℂ] M)),
    r.map (Algebra.TensorProduct.includeRight : M ⊗[ℂ] M →ₐ[ℂ] M ⊗[ℂ] (M ⊗[ℂ] M)),
    ?_, ?_, ?_⟩ <;> intro i j <;>
    simp only [S₁, S₂, S₃, Algebra.TensorProduct.tmul_mul_tmul, one_mul, mul_one]

end RacahRecoupling
```

```lean
#print axioms RacahRecoupling.racah_relation
#print axioms RacahRecoupling.racah_closure
```

```
'RacahRecoupling.racah_relation' depends on axioms: [propext, Classical.choice, Quot.sound]
'RacahRecoupling.racah_closure' depends on axioms: [propext, Classical.choice, Quot.sound]
```

## The competing couplings and their relation

Three angular momenta \(J_1,J_2,J_3\) can be added by first coupling 1 with 2, or by first coupling 2 with 3. Write \(X_{ab}=J_a\cdot J_b\) and \(J_a^2=J_a\cdot J_a\). Since \((J_1+J_2)^2=J_1^2+J_2^2+2X_{12}\), the first scheme diagonalises \(X_{12}\) at fixed \(J_1^2\) and \(J_2^2\); the second does the same with \(X_{23}\). In general these operators do not commute. The theorem `racah_relation` says

\[
[X_{12},[X_{12},X_{23}]]=X_{12}X_{23}-X_{13}X_{12}+J_1^2X_{23}-J_2^2X_{13}.
\]

In the code `J`, `K`, `L` stand for \(J_1,J_2,J_3\), and the derivation below uses these letters too. Each is a function `Fin 3 → A`, with components numbered 0, 1, 2 for \(x,y,z\). The symbol \(I\) is the imaginary unit, which the comments in the code write as i in their formulas; in the text \(i\) is a component index, counted cyclically. The definitions `comm`, `dot` and `cross` are the commutator, scalar product and vector product, with the operator order kept. `IsAngularMomentum J` means \(J\times J=IJ\), in units with \(\hbar=1\), and `Commuting J K` means that every component of \(J\) commutes with every component of \(K\), as for operators on different tensor factors.

The theorem assumes that \(J\) and \(K\) are angular momenta that commute with each other, but \(L\) may be any triple that commutes with both, for instance a fixed numerical field vector. If \(L\) is an angular momentum too, `racah_closure` gives the double commutators of \(D=[X_{12},X_{23}]\) with \(X_{23}\) and \(X_{13}\). The algebra closes in this sense: commuting \(D\) with any of the three couplings gives an expression in the couplings and the squares \(J_a^2\) that is in general quadratic, not linear as in a Lie algebra.

For angular momenta of fixed length, the relation constrains the matrix elements of \(X_{23}\) in the basis that diagonalises \(X_{12}\), though the recoupling coefficients themselves are not computed here. For localised spins with the single exchange term \(H=gX_{12}\), where \(g\) is a real coupling constant, it also gives the second time derivative of \(X_{23}\) in the Heisenberg picture, namely \(-g^2[X_{12},[X_{12},X_{23}]]\).

The step left to the user is to identify the algebra elements with the operators of a real system. For unbounded operators, such as orbital angular momentum, this needs a common domain that the operators map into itself, so that all products are defined.

## From one component to the double commutator

**The spectator.** Each \(L_i\) passes through \(J_m\) and \(K_m\), so \(X_{12}L_i=L_iX_{12}\). This is `dot_spectator`. Its `linear_combination` adds the elementary exchanges, multiplied from the left or right, and `noncomm_ring` checks the remaining identity without reordering factors.

**The coupled vectors.** Because \(K\) commutes with \(J\),

\[
[X_{12},J_i]=\sum_m[J_m,J_i]K_m
=I(J_{i+1}K_{i+2}-J_{i+2}K_{i+1})=I(J\times K)_i .
\]

In the same way,

\[
[X_{12},K_i]=\sum_m J_m[K_m,K_i]=-I(J\times K)_i .
\]

These are the two halves of `comm_dot_component`, where `fin_cases` goes through the three axes and `module` compares the complex coefficients.

**The single commutators.** Since \(X_{12}\) commutes with \(L\), multiplying by \(L_i\) on the right and summing gives

\[
[X_{12},X_{23}]=-I(J\times K)\cdot L,\qquad
[X_{12},X_{13}]=I(J\times K)\cdot L .
\]

Their sum is \([X_{12},X_{13}+X_{23}]=0\). The contraction is the lemma `comm_dot`, and `comm_couplings` records the first commutator and the vanishing sum.

**The double vector product.** Let \(C=J\times K\). Writing out the components and adding and subtracting the missing term \(m=i\), we find

\[
(C\times K)_i=\sum_m J_mK_iK_m-J_iK^2=K_iX_{12}-J_iK^2,
\]
\[
(J\times C)_i=\sum_m J_mJ_iK_m-J^2K_i=X_{12}J_i-J^2K_i .
\]

The difference of these two lines is `double_cross`. The product rule, with the commutators of \(X_{12}\) with \(J\) and \(K\), gives

\[
[X_{12},C_i]=I\big((C\times K)_i-(J\times C)_i\big)
=I\big(K_iX_{12}-J_iK^2-X_{12}J_i+J^2K_i\big),
\]

which is the intermediate statement `d` in `racah_relation`.

**The contraction.** Multiply by \(L_i\) on the right and sum. Moving \(L_i\) through \(X_{12}\), and \(K^2\) through \(J_i\), gives statement `e`:

\[
[X_{12},C\cdot L]=I\big(X_{23}X_{12}-K^2X_{13}-X_{12}X_{13}+J^2X_{23}\big).
\]

Since \([X_{12},X_{23}]=-I\,C\cdot L\) and \(-I\cdot I=1\),

\[
[X_{12},[X_{12},X_{23}]]=X_{23}X_{12}-X_{12}X_{13}+J^2X_{23}-K^2X_{13}.
\]

The vanishing sum says \(X_{23}X_{12}-X_{12}X_{13}=X_{12}X_{23}-X_{13}X_{12}\). Substituting this, the last `linear_combination`, puts the products in the stated order.

**The other two commutators.** Relabelling the vanishing sum gives \([X_{23},X_{12}+X_{13}]=0\). Hence

\[
D=[X_{12},X_{23}]=[X_{23},X_{13}]=[X_{13},X_{12}].
\]

Applying the relation to the triples in the orders \((K,L,J)\) and \((L,J,K)\) now gives

\[
[X_{23},D]=X_{23}X_{13}-X_{12}X_{23}+K^2X_{13}-L^2X_{12},
\]
\[
[X_{13},D]=X_{13}X_{12}-X_{23}X_{13}+L^2X_{12}-J^2X_{23}.
\]

In `racah_closure`, `d2` and `d3` are the equalities of the cyclic commutators, and `r2` and `r3` are the relabelled relations.

## Three spins 1/2

The theorem `racah_witness` confirms that three spins 1/2 on separate tensor factors satisfy all the hypotheses. It uses `IsAngularMomentum.map` to carry the one-spin commutation relations into each factor.

For a numerical instance, take total spin 1/2 with projection 1/2, and the normalised basis

\[
s=\frac{\uparrow\downarrow\uparrow-\downarrow\uparrow\uparrow}{\sqrt2},\qquad
t=\frac{2\uparrow\uparrow\downarrow-\uparrow\downarrow\uparrow-\downarrow\uparrow\uparrow}{\sqrt6}.
\]

Here \(X_{ab}=P_{ab}/2-1/4\), where \(P_{ab}\) exchanges spins \(a\) and \(b\). In the order \(s,t\) this gives

\[
X_{12}=\begin{pmatrix}-\tfrac34&0\\0&\tfrac14\end{pmatrix},\quad
X_{23}=\begin{pmatrix}0&\tfrac{\sqrt3}{4}\\\tfrac{\sqrt3}{4}&-\tfrac12\end{pmatrix},\quad
X_{13}=\begin{pmatrix}0&-\tfrac{\sqrt3}{4}\\-\tfrac{\sqrt3}{4}&-\tfrac12\end{pmatrix}.
\]

The eigenvalues of \(X_{12}\) differ by 1, so the double commutator keeps the off-diagonal entries \(\sqrt3/4\) of \(X_{23}\) and removes the diagonal ones. On the right-hand side, \(X_{12}X_{23}-X_{13}X_{12}\) has zero diagonal and off-diagonal entries \(-\sqrt3/8\). The remaining part, \(\tfrac34(X_{23}-X_{13})\), also has zero diagonal and contributes \(3\sqrt3/8\) off the diagonal. The sum is again \(\sqrt3/4\).

## A classical vector in place of the first spin

Let \(K\) be a spin 1/2 on \(2\times2\) matrices, and set \(J=L=(1,0,0)\), with numbers read as multiples of the identity matrix. All the commuting conditions hold and \(K\) is an angular momentum, but \(J\times J=0\neq IJ\). Now \(X_{12}=X_{23}=K_0\) and \(X_{13}=1\), so the double commutator vanishes. The right-hand side is

\[
K_0^2-K_0+K_0-K^2=\tfrac14-\tfrac34=-\tfrac12 .
\]

The relation therefore fails if \(J\) is allowed to be an arbitrary triple commuting with \(K\) and \(L\).
